# Adding μ times the environment weight cancels the 1/μ error in a coupled two-orbital embedding model

Projector-based embedding can raise the environment orbitals by a large but finite level shift $\mu$. An active orbital that couples to them keeps a small environment component, so its energy, with the shift term included, differs from the infinite-shift value. One can correct this energy afterwards by adding $\mu$ times the environment weight. For non-interacting electrons in a model of one active and one environment orbital with nonzero coupling, this correction removes the error of order $1/\mu$.

```lean
import Mathlib

open Filter Topology Matrix

namespace ProjectorEmbeddingShift
```

## Two orthonormal orbitals with fixed energies

The active orbital has energy $a$, the environment orbital $b+\mu$, and $c$ couples them. All are real, and $a$, $b$, $c$ don't change with $\mu$. The model leaves out self-consistent response, overlap and electron repulsion. No order of $a$ and $b$ is assumed. In Lean, index `0` is the active orbital and index `1` the environment.

```lean
/-- Hamiltonian of an active orbital (energy `a`) coupled by `c` to an environment orbital
(energy `b`) that is raised by the level shift `μ`. -/
def embedH (a b c μ : ℝ) : Matrix (Fin 2) (Fin 2) ℝ := !![a, c; c, b + μ]
```

Write $\lambda$ for the lower energy, $w$ for its environment weight and $\delta=a-\lambda$ for the gap. Both $\lambda$ and $w$ are defined by closed formulas.

```lean
/-- The lower root of the secular equation of `embedH`. -/
noncomputable def lowerEnergy (a b c μ : ℝ) : ℝ :=
  (a + b + μ - √((b + μ - a) ^ 2 + 4 * c ^ 2)) / 2

/-- The environment weight of the lower state, for nonzero coupling `c`. -/
noncomputable def envWeight (a b c μ : ℝ) : ℝ :=
  (a - lowerEnergy a b c μ) ^ 2 / (c ^ 2 + (a - lowerEnergy a b c μ) ^ 2)
```

With $\Delta=b+\mu-a$ and $S=\sqrt{\Delta^2+4c^2}$, the formula gives $\delta=(S-\Delta)/2$ and $b+\mu-\lambda=(S+\Delta)/2$. Their product is the secular equation
$$\delta(\Delta+\delta)=\frac{S^2-\Delta^2}{4}=c^2.$$
Since $S\ge|\Delta|$, neither factor is negative.

```lean
/-- The lower energy solves the secular equation. -/
theorem secular (a b c μ : ℝ) :
    (a - lowerEnergy a b c μ) * (b + μ - lowerEnergy a b c μ) = c ^ 2 := by
  have h := Real.sq_sqrt (show 0 ≤ (b + μ - a) ^ 2 + 4 * c ^ 2 by positivity)
  unfold lowerEnergy
  linear_combination h / 4

/-- The lower energy lies at or below both orbital energies. -/
theorem lowerEnergy_le (a b c μ : ℝ) :
    lowerEnergy a b c μ ≤ a ∧ lowerEnergy a b c μ ≤ b + μ := by
  have h : |b + μ - a| ≤ √((b + μ - a) ^ 2 + 4 * c ^ 2) :=
    Real.abs_le_sqrt (by nlinarith [sq_nonneg c])
  obtain ⟨h1, h2⟩ := abs_le.mp h
  unfold lowerEnergy
  constructor <;> linarith
```

## Nonzero coupling and nonzero eigenvectors

The hypothesis `hc : c ≠ 0` says that the orbitals mix. An eigenvector $x$ at energy $e$ satisfies $(a-e)x_0+cx_1=0$ and $cx_0+(b+\mu-e)x_1=0$. If $x_0=0$, the first equation forces $x_1=0$, so every nonzero eigenvector has an active component.

```lean
/-- The eigenvalue equation written out in its active and environment components. -/
lemma eigen_iff (a b c μ e : ℝ) (x : Fin 2 → ℝ) :
    embedH a b c μ *ᵥ x = e • x ↔
      a * x 0 + c * x 1 = e * x 0 ∧ c * x 0 + (b + μ) * x 1 = e * x 1 := by
  rw [funext_iff, Fin.forall_fin_two]
  simp [embedH, Matrix.mulVec, dotProduct, Fin.sum_univ_two]

/-- For nonzero coupling every eigenvector has a nonzero active component. -/
lemma active_ne_zero {a b c μ e : ℝ} {x : Fin 2 → ℝ} (hc : c ≠ 0) (hx : x ≠ 0)
    (h : embedH a b c μ *ᵥ x = e • x) : x 0 ≠ 0 := by
  intro h0
  have h1 := ((eigen_iff a b c μ e x).1 h).1
  have h2 : x 1 = 0 := by
    rw [h0] at h1
    simpa [hc] using h1
  apply hx
  ext i
  fin_cases i <;> simp [h0, h2]
```

Eliminating $x_1$ and dividing by $x_0$ shows that every eigenvalue $e$ solves $(a-e)(b+\mu-e)=c^2$. If $e$ were below $\lambda$, both nonnegative factors would grow and the product would exceed $c^2$. The value $\lambda$ is attained by $(c,-\delta)/\sqrt{c^2+\delta^2}$, which Lean uses without the normalisation. `IsLeast` states both parts. Without `x ≠ 0` in the set, every real number would count as an eigenvalue.

```lean
/-- For nonzero coupling, `lowerEnergy` is the least eigenvalue of the shifted Hamiltonian. -/
theorem lowerEnergy_isLeast (a b μ : ℝ) {c : ℝ} (hc : c ≠ 0) :
    IsLeast {e : ℝ | ∃ x : Fin 2 → ℝ, x ≠ 0 ∧ embedH a b c μ *ᵥ x = e • x}
      (lowerEnergy a b c μ) := by
  have hsec := secular a b c μ
  refine ⟨⟨![c, lowerEnergy a b c μ - a], ?_, ?_⟩, ?_⟩
  · intro h
    exact hc (by simpa using congrFun h 0)
  · refine (eigen_iff _ _ _ _ _ _).2 ⟨?_, ?_⟩
    · change a * c + c * (lowerEnergy a b c μ - a) = lowerEnergy a b c μ * c
      ring
    · change c * c + (b + μ) * (lowerEnergy a b c μ - a)
        = lowerEnergy a b c μ * (lowerEnergy a b c μ - a)
      linear_combination -hsec
  · rintro e ⟨x, hx, he⟩
    have h0 := active_ne_zero hc hx he
    obtain ⟨h1, h2⟩ := (eigen_iff _ _ _ _ _ _).1 he
    -- every eigenvalue solves the secular equation
    have hs : (a - e) * (b + μ - e) = c ^ 2 := by
      apply mul_right_cancel₀ h0
      linear_combination (b + μ - e) * h1 - c * h2
    by_contra hlt
    have hd : 0 < lowerEnergy a b c μ - e := sub_pos.2 (not_le.1 hlt)
    obtain ⟨ha, hb⟩ := lowerEnergy_le a b c μ
    nlinarith [mul_nonneg (sub_nonneg.2 ha) hd.le, mul_nonneg (sub_nonneg.2 hb) hd.le,
      mul_pos hd hd]
```

At $e=\lambda$ the first equation gives $x_1=-\delta x_0/c$, hence
$$\frac{x_1^2}{x_0^2+x_1^2}=\frac{\delta^2}{c^2+\delta^2}=w.$$

```lean
/-- For nonzero coupling, `envWeight` is the normalised environment population of every
eigenvector that belongs to the lower energy. -/
theorem envWeight_eq {a b c μ : ℝ} {x : Fin 2 → ℝ} (hc : c ≠ 0) (hx : x ≠ 0)
    (h : embedH a b c μ *ᵥ x = lowerEnergy a b c μ • x) :
    x 1 ^ 2 / (x 0 ^ 2 + x 1 ^ 2) = envWeight a b c μ := by
  have h0 := active_ne_zero hc hx h
  have h1 := ((eigen_iff _ _ _ _ _ _).1 h).1
  unfold envWeight
  rw [div_eq_div_iff (by positivity) (by positivity)]
  linear_combination (c * x 1 + (lowerEnergy a b c μ - a) * x 0) * h1
```

The correction $\mu w$ is also $\mu\,d\lambda/d\mu$. Differentiating the formula gives $d\lambda/d\mu=(1-\Delta/S)/2=\delta/S$. The secular equation gives $c^2+\delta^2=\delta(\Delta+2\delta)=\delta S$, so $w=\delta/S$ too. In the proof, `alg` is this identity, and the remaining steps differentiate the square root.

```lean
/-- Hellmann–Feynman theorem for the level shift: for nonzero coupling, the slope of the lower
energy in `μ` is the environment weight. -/
theorem hellmann_feynman (a b μ : ℝ) {c : ℝ} (hc : c ≠ 0) :
    HasDerivAt (lowerEnergy a b c) (envWeight a b c μ) μ := by
  have alg : ∀ s t : ℝ, 0 < s → s ^ 2 = t ^ 2 + 4 * c ^ 2 →
      (1 - 2 * t / (2 * s)) / 2 = ((s - t) / 2) ^ 2 / (c ^ 2 + ((s - t) / 2) ^ 2) := by
    intro s t hs h
    have hk : c ^ 2 + ((s - t) / 2) ^ 2 = s * (s - t) / 2 := by linear_combination -h / 4
    have hne : c ^ 2 + ((s - t) / 2) ^ 2 ≠ 0 := by positivity
    have hu : s * s⁻¹ = 1 := mul_inv_cancel₀ hs.ne'
    rw [eq_div_iff hne, hk]
    linear_combination (-(t * (s - t) / 4)) * hu
  have hD : 0 < (b + μ - a) ^ 2 + 4 * c ^ 2 := by positivity
  have h1 : HasDerivAt (fun m : ℝ => (b + m - a) ^ 2 + 4 * c ^ 2) (2 * (b + μ - a)) μ :=
    (((((hasDerivAt_id' μ).const_add b).sub_const a).fun_pow 2).add_const
      (4 * c ^ 2)).congr_deriv (by norm_num)
  have h2 : HasDerivAt (lowerEnergy a b c) _ μ :=
    (((hasDerivAt_id' μ).const_add (a + b)).fun_sub (h1.sqrt hD.ne')).div_const 2
  have hE : a - lowerEnergy a b c μ
      = (√((b + μ - a) ^ 2 + 4 * c ^ 2) - (b + μ - a)) / 2 := by
    unfold lowerEnergy
    ring
  refine h2.congr_deriv ?_
  unfold envWeight
  rw [hE]
  exact alg _ _ (Real.sqrt_pos.2 hD) (Real.sq_sqrt hD.le)
```

At $c=0$ and $\mu=a-b$ the levels cross: $\lambda$ has a kink and the weight of the lower state is not unique. The limits below survive decoupling. For $c=0$ and $\mu>a-b$ one has $\lambda=a$, and the formula for $w$ reads $0/0$, which Lean sets to the correct weight, zero.

## A shift that grows upwards

The filter `atTop` means $\mu\to+\infty$: the environment orbital is pushed above the active one. Once $\mu>a-b$, we have $\Delta>0$ and $\delta\Delta\le\delta(\Delta+\delta)=c^2$, so
$$0\le\delta\le\frac{c^2}{b-a+\mu}\to0.$$
Lean takes this condition from `eventually_gt_atTop (a - b)` and squeezes the gap. For $\mu\to-\infty$ the lower state would become the environment orbital, and $\lambda$ would not approach $a$.

```lean
/-- The lower energy tends to the active orbital energy as the level shift grows. -/
lemma gap_tendsto (a b c : ℝ) :
    Tendsto (fun μ => a - lowerEnergy a b c μ) atTop (𝓝 0) := by
  have hb : Tendsto (fun μ : ℝ => c ^ 2 / ((b - a) + μ)) atTop (𝓝 0) :=
    (tendsto_atTop_add_const_left atTop (b - a) tendsto_id).const_div_atTop (c ^ 2)
  refine tendsto_of_tendsto_of_tendsto_of_le_of_le' tendsto_const_nhds hb
    (Eventually.of_forall fun μ => sub_nonneg.2 (lowerEnergy_le a b c μ).1) ?_
  filter_upwards [eventually_gt_atTop (a - b)] with μ hμ
  rw [le_div_iff₀ (by linarith)]
  nlinarith [secular a b c μ, sq_nonneg (a - lowerEnergy a b c μ)]
```

Rearranging the secular equation gives $\mu\delta=c^2-\delta(b-a+\delta)\to c^2$, which is the first limit with its sign reversed.

```lean
/-- The energy error times the level shift tends to `-c²`. -/
theorem shift_mul_error (a b c : ℝ) :
    Tendsto (fun μ => μ * (lowerEnergy a b c μ - a)) atTop (𝓝 (-c ^ 2)) := by
  have g := gap_tendsto a b c
  have h := (g.mul (g.const_add (b - a))).sub_const (c ^ 2)
  have e : 0 * (b - a + 0) - c ^ 2 = -c ^ 2 := by ring
  rw [e] at h
  exact h.congr fun μ => by linear_combination secular a b c μ
```

Then $\mu^2w=(\mu\delta)^2/(c^2+\delta^2)\to c^4/c^2=c^2$. Here `hc` keeps the limiting denominator away from zero.

```lean
/-- For nonzero coupling, the environment weight times the squared level shift tends to `c²`. -/
theorem shift_sq_mul_weight (a b : ℝ) {c : ℝ} (hc : c ≠ 0) :
    Tendsto (fun μ => μ ^ 2 * envWeight a b c μ) atTop (𝓝 (c ^ 2)) := by
  have hc2 : c ^ 2 ≠ 0 := pow_ne_zero 2 hc
  have h := ((shift_mul_error a b c).pow 2).div
    (((gap_tendsto a b c).pow 2).const_add (c ^ 2)) (by simpa using hc)
  have e : (-c ^ 2) ^ 2 / (c ^ 2 + 0 ^ 2) = c ^ 2 := by
    rw [div_eq_iff (by simpa using hc)]
    ring
  rw [e] at h
  refine h.congr fun μ => ?_
  simp only [envWeight, Pi.div_apply]
  ring
```

Adding the two limits gives
$$\mu(\lambda+\mu w-a)=\mu(\lambda-a)+\mu^2w\to-c^2+c^2=0.$$
The target is $a$, the infinite-shift energy, and not the lowest energy of the unshifted Hamiltonian.

```lean
/-- For nonzero coupling, the bare embedding energy has the leading error `-c²/μ`, and adding
`μ` times the environment weight removes the error at this order. -/
theorem corrected_energy (a b : ℝ) {c : ℝ} (hc : c ≠ 0) :
    Tendsto (fun μ => μ * (lowerEnergy a b c μ - a)) atTop (𝓝 (-c ^ 2)) ∧
    Tendsto (fun μ => μ * (lowerEnergy a b c μ + μ * envWeight a b c μ - a))
      atTop (𝓝 0) := by
  refine ⟨shift_mul_error a b c, ?_⟩
  have h := (shift_mul_error a b c).add (shift_sq_mul_weight a b hc)
  rw [neg_add_cancel] at h
  exact h.congr fun μ => by ring
```

## Unequal orbital energies and the sign of the correction

From $w=\delta/(\Delta+2\delta)$ follows $\mu w-\delta=-w(b-a+2\delta)$, so
$$\mu^2(\lambda+\mu w-a)=-\mu^2w(b-a+2\delta)\to c^2(a-b).$$
In the proof, `hk` is the fraction for $w$ with its denominator cleared. If $a\ne b$, an error of order $1/\mu^2$ remains; if $a=b$, this term vanishes.

```lean
/-- For nonzero coupling, the error of the corrected energy times the squared level shift
tends to `c² (a - b)`. -/
theorem corrected_energy_next_order (a b : ℝ) {c : ℝ} (hc : c ≠ 0) :
    Tendsto (fun μ => μ ^ 2 * (lowerEnergy a b c μ + μ * envWeight a b c μ - a))
      atTop (𝓝 (c ^ 2 * (a - b))) := by
  have h := ((shift_sq_mul_weight a b hc).mul
    (((gap_tendsto a b c).const_mul 2).const_add (b - a))).neg
  have e : -(c ^ 2 * (b - a + 2 * 0)) = c ^ 2 * (a - b) := by ring
  rw [e] at h
  refine h.congr fun μ => ?_
  have hs := secular a b c μ
  have hd : a - lowerEnergy a b c μ ≠ 0 := by
    intro h0
    rw [h0, zero_mul] at hs
    exact pow_ne_zero 2 hc hs.symm
  have hw : envWeight a b c μ * (c ^ 2 + (a - lowerEnergy a b c μ) ^ 2)
      = (a - lowerEnergy a b c μ) ^ 2 := div_mul_cancel₀ _ (by positivity)
  -- the secular equation turns the weight into a simple fraction of the gap
  have hk : envWeight a b c μ * (b + μ - a + 2 * (a - lowerEnergy a b c μ))
      = a - lowerEnergy a b c μ := by
    apply mul_right_cancel₀ hd
    linear_combination hw + envWeight a b c μ * hs
  linear_combination (-μ ^ 2) * hk
```

Subtracting $\mu w$ gives the expectation value of the unshifted Hamiltonian in the lower state. As an estimate of $a$ it has twice the leading error, because the limits now combine to $-c^2-c^2$.

```lean
/-- For nonzero coupling, subtracting the expectation value of the level shift from the lower
energy doubles the leading error, to `-2c²/μ`. -/
theorem subtracted_energy (a b : ℝ) {c : ℝ} (hc : c ≠ 0) :
    Tendsto (fun μ => μ * (lowerEnergy a b c μ - μ * envWeight a b c μ - a))
      atTop (𝓝 (-2 * c ^ 2)) := by
  have h := (shift_mul_error a b c).sub (shift_sq_mul_weight a b hc)
  have e : -c ^ 2 - c ^ 2 = -2 * c ^ 2 := by ring
  rw [e] at h
  exact h.congr fun μ => by ring

end ProjectorEmbeddingShift
```

```lean
#print axioms ProjectorEmbeddingShift.hellmann_feynman
#print axioms ProjectorEmbeddingShift.corrected_energy
#print axioms ProjectorEmbeddingShift.corrected_energy_next_order
#print axioms ProjectorEmbeddingShift.subtracted_energy
```

```
'ProjectorEmbeddingShift.hellmann_feynman' depends on axioms: [propext, Classical.choice, Quot.sound]
'ProjectorEmbeddingShift.corrected_energy' depends on axioms: [propext, Classical.choice, Quot.sound]
'ProjectorEmbeddingShift.corrected_energy_next_order' depends on axioms: [propext, Classical.choice, Quot.sound]
'ProjectorEmbeddingShift.subtracted_energy' depends on axioms: [propext, Classical.choice, Quot.sound]
```
